# Sum over states for the RPA response kernel, from a positive factorisation of A − B and A + B

Let \(n\) be a finite set of particle-hole pairs, and let \(A\) and \(B\) be real square matrices indexed by it: the resonant and coupling blocks of a random-phase, adiabatic linear-response TDDFT or static Bethe–Salpeter calculation with real orbitals. Frequencies and energies share one unit (\(\hbar=1\)). The squared frequency is a real number \(s\), with \(s=\omega^2\) for a real frequency \(\omega\) and \(s=-u^2\) for an imaginary frequency \(iu\). The response kernel is

\[
G(s) = (A+B) - s\,(A-B)^{-1}.
\]

The modes are given by an invertible real matrix \(Z\) and energies \(w_k>0\), collected in \(W=\mathrm{diag}(w)\), such that

\[
A-B = Z\,W\,Z^{T}, \qquad A+B = Z^{-T}\,W\,Z^{-1}.
\]

Here \(Z^{-T}\) is the transpose of \(Z^{-1}\), and \(Z_k\) is the \(k\)-th column of \(Z\), with entries \(Z_{ik}\). In terms of the usual excitation and de-excitation vectors, \(Z_k = X_k+Y_k\) with \(X_k\cdot X_k - Y_k\cdot Y_k = 1\). The columns are therefore not of unit Euclidean length in general. The condition to impose on computed vectors \(X_k+Y_k\) is \(Z^T(A+B)Z=W\), which also makes the vectors within a degenerate level orthogonal with respect to \(A+B\). An orthogonal transformation among those vectors remains free.

The factorisation stands for a stable reference state: it forces \(A-B\) and \(A+B\) to be symmetric and positive definite.

## The response to a perturbation as a sum over modes

Let \(d\) be a real vector, for example the dipole matrix elements along one axis. The kernel \(G(s)\) is invertible exactly when \(s\neq w_k^2\) for every \(k\), and in that case

\[
d\cdot G(s)^{-1}d = \sum_k \frac{w_k\,(d\cdot Z_k)^2}{w_k^2-s}.
\]

The dynamic polarizability in a spin-orbital basis is twice this quantity, because the excitation and de-excitation parts of the response both contribute. Codes that work with spin-adapted pairs carry a further spin factor.

## Linear solves, spectra and imaginary-frequency grids

For a stable reference and a finite particle-hole basis with real, frequency-independent \(A\) and \(B\), the identity says that two routes to a polarizability agree away from the excitation energies: solving \(G(s)x=d\) at each frequency, and diagonalising once and summing over all modes. A code that has both routes can compare them on a small molecule. A constant ratio other than one suggests a common prefactor, such as a spin factor. Columns \(Z_k\) wrongly scaled to unit Euclidean length generally give a ratio that varies with frequency.

Dispersion coefficients from the Casimir–Polder integral use polarizabilities at imaginary frequencies. There the denominators become \(w_k^2+u^2\), so the linear system is never singular.

The numerators obey a sum rule,

\[
\sum_k w_k\,(d\cdot Z_k)^2 = d\cdot(A-B)\,d,
\]

whose right-hand side needs no eigenvectors. If only some of the modes have been computed, the difference between the two sides is the weight of the missing ones.

## Inverting the kernel mode by mode

**The energies.** Since \(Z^TZ^{-T}=(Z^{-1}Z)^T=1\),

\[
(A-B)(A+B)Z = Z\,W\,(Z^TZ^{-T})\,W\,(Z^{-1}Z) = Z\,W^2 .
\]

Column \(k\) reads \((A-B)(A+B)Z_k = w_k^2 Z_k\), the familiar eigenvalue problem for squared excitation energies.

**Two congruences.** Let \(a\) and \(b\) be vectors with \(a_kb_k=1\) for every \(k\). Then

\[
Z^{-T}\mathrm{diag}(a)\,Z^{-1}\;Z\,\mathrm{diag}(b)\,Z^T
= Z^{-T}\,\mathrm{diag}(a)\,\mathrm{diag}(b)\,Z^T = Z^{-T}Z^T = 1 .
\]

With \(a_k=1/w_k\) and \(b_k=w_k\), this gives \((A-B)^{-1}=Z^{-T}W^{-1}Z^{-1}\).

**The kernel.** Both terms of \(G(s)\) now have the same outer factors, so

\[
G(s) = Z^{-T}\,\mathrm{diag}\!\left(w_k-\frac{s}{w_k}\right)Z^{-1},
\qquad w_k-\frac{s}{w_k}=\frac{w_k^2-s}{w_k}.
\]

**Invertibility.** The determinant is

\[
\det G(s) = (\det Z)^{-2}\prod_k\frac{w_k^2-s}{w_k},
\]

which is nonzero exactly when no \(w_k^2\) equals \(s\).

**The inverse and its quadratic form.** For such an \(s\), the product of congruences with \(a_k=(w_k^2-s)/w_k\) and \(b_k=w_k/(w_k^2-s)\) gives

\[
G(s)^{-1}=Z\,\mathrm{diag}\!\left(\frac{w_k}{w_k^2-s}\right)Z^T .
\]

The \(k\)-th component of \(Z^Td\) is \(\sum_i Z_{ik}d_i=d\cdot Z_k\). For any diagonal weights \(a_k\), therefore,

\[
d\cdot Z\,\mathrm{diag}(a)\,Z^Td=\sum_k a_k\,(d\cdot Z_k)^2 .
\]

The weights \(w_k/(w_k^2-s)\) give the sum over states. The weights \(w_k\) give the sum rule, because \(Z\,W\,Z^T=A-B\). At \(s=-u^2\) the condition on \(s\) holds automatically, since \(-u^2\le 0<w_k^2\).

## One particle-hole pair, and an unstable reference

With a single pair, \(A\) and \(B\) are numbers, and the factorisation exists when \(A>|B|\). Then \(w=\sqrt{A^2-B^2}\) and \(Z^2=(A-B)/w\), and the formula reduces to

\[
d\cdot G(s)^{-1}d=\frac{(A-B)\,d^2}{A^2-B^2-s}.
\]

Now take \(A=0\) and \(B=-1\). The condition on \(A-B\) still holds, with \(Z=1\) and \(w=1\), but \(A+B=-1\) violates the other one. The kernel is \(G(s)=-1-s\), which vanishes at \(s=-1\). It is thus singular at the imaginary frequency \(i\), although \(-1\neq w^2\). At \(s=0\) the response to \(d=1\) is \(-1\), whereas the sum would give \(+1\). An unstable reference can thus put a singularity on the imaginary-frequency axis.

## The Lean file

```lean
import Mathlib

open Matrix

namespace SumOverStates

noncomputable section

variable {n : Type*} [Fintype n] [DecidableEq n]
variable {A B Z : Matrix n n ℝ} {w : n → ℝ}

/-- The columns of the invertible matrix `Z` and the positive energies `w` factorise the
response matrices: `A - B = Z W Zᵀ` and `A + B = Z⁻ᵀ W Z⁻¹` with `W = diag w`. -/
structure Modes (A B Z : Matrix n n ℝ) (w : n → ℝ) : Prop where
  unit : IsUnit Z.det
  pos : ∀ k, 0 < w k
  diff : A - B = Z * diagonal w * Zᵀ
  total : A + B = (Z⁻¹)ᵀ * diagonal w * Z⁻¹

/-- The response kernel `G(s) = (A + B) - s (A - B)⁻¹` at squared frequency `s`,
for invertible `A - B`. -/
def kernel (A B : Matrix n n ℝ) (s : ℝ) : Matrix n n ℝ :=
  (A + B) - s • (A - B)⁻¹

/-- The transition amplitude `d · Z_k` of the perturbation `d` with the `k`-th column of `Z`. -/
def amplitude (Z : Matrix n n ℝ) (d : n → ℝ) (k : n) : ℝ :=
  d ⬝ᵥ (fun i => Z i k)

/-- An example with two particle-hole pairs, coupling `B ≠ 0`, a non-orthogonal `Z` and energies 1
and 2. -/
theorem modes_witness :
    Modes !![2, 1/2; 1/2, 5/2] !![-1, -3/2; -3/2, 1/2] !![1, 1; 0, 1] ![1, 2] := by
  have hi : (!![1, 1; 0, 1] : Matrix (Fin 2) (Fin 2) ℝ)⁻¹ = !![1, -1; 0, 1] := by
    apply Matrix.inv_eq_right_inv
    ext i j
    fin_cases i <;> fin_cases j <;> norm_num [Matrix.mul_apply, Fin.sum_univ_succ]
  have hd : diagonal (![1, 2] : Fin 2 → ℝ) = !![1, 0; 0, 2] := by
    ext i j
    fin_cases i <;> fin_cases j <;> simp
  refine ⟨by norm_num [Matrix.det_fin_two], ?_, ?_, ?_⟩
  · intro k
    fin_cases k <;> norm_num
  · rw [hd]
    ext i j
    fin_cases i <;> fin_cases j <;> norm_num [Matrix.mul_apply, Fin.sum_univ_succ]
  · rw [hi, hd]
    ext i j
    fin_cases i <;> fin_cases j <;> norm_num [Matrix.mul_apply, Fin.sum_univ_succ]

/-- If `Modes A B Z w` holds, each column `Z_k` satisfies `(A - B)(A + B) Z_k = w_k² Z_k`. -/
theorem mode_equation (h : Modes A B Z w) (k : n) :
    ((A - B) * (A + B)) *ᵥ (fun i => Z i k) = (w k ^ 2) • (fun i => Z i k) := by
  have ht : Zᵀ * (Z⁻¹)ᵀ = 1 := by
    rw [← Matrix.transpose_mul, Matrix.nonsing_inv_mul _ h.unit, Matrix.transpose_one]
  -- all columns at once
  have e : (A - B) * (A + B) * Z = Z * diagonal (fun k => w k * w k) := by
    rw [h.diff, h.total]
    calc _ = Z * (diagonal w * (Zᵀ * (Z⁻¹)ᵀ) * diagonal w) * (Z⁻¹ * Z) := by
          simp only [Matrix.mul_assoc]
      _ = _ := by
          rw [ht, Matrix.nonsing_inv_mul _ h.unit, Matrix.mul_one, Matrix.mul_one,
            Matrix.diagonal_mul_diagonal]
  ext i
  calc _ = ((A - B) * (A + B) * Z) i k := rfl
    _ = Z i k * (w k * w k) := by rw [e, Matrix.mul_diagonal]
    _ = _ := by
        simp only [Pi.smul_apply, smul_eq_mul]
        ring

/-- For invertible `Z` and reciprocal diagonals `a`, `b`, the matrices `Z⁻ᵀ diag(a) Z⁻¹` and
`Z diag(b) Zᵀ` multiply to the identity. -/
theorem congruence_mul (hZ : IsUnit Z.det) {a b : n → ℝ} (hab : ∀ k, a k * b k = 1) :
    (Z⁻¹)ᵀ * diagonal a * Z⁻¹ * (Z * diagonal b * Zᵀ) = 1 := by
  have hd : diagonal a * diagonal b = (1 : Matrix n n ℝ) := by
    rw [Matrix.diagonal_mul_diagonal, ← Matrix.diagonal_one]
    exact congrArg Matrix.diagonal (funext hab)
  calc _ = (Z⁻¹)ᵀ * (diagonal a * (Z⁻¹ * Z) * diagonal b) * Zᵀ := by
        simp only [Matrix.mul_assoc]
    _ = (Z⁻¹)ᵀ * Zᵀ := by
        rw [Matrix.nonsing_inv_mul _ hZ, Matrix.mul_one, hd, Matrix.mul_one]
    _ = 1 := by
        rw [← Matrix.transpose_mul, Matrix.mul_nonsing_inv _ hZ, Matrix.transpose_one]

/-- If `Modes A B Z w` holds, the response kernel is `Z⁻ᵀ D Z⁻¹`, where `D` is diagonal with entries
`w_k - s / w_k`. -/
theorem kernel_factor (h : Modes A B Z w) (s : ℝ) :
    kernel A B s = (Z⁻¹)ᵀ * diagonal (fun k => w k - s / w k) * Z⁻¹ := by
  have hinv : (A - B)⁻¹ = (Z⁻¹)ᵀ * diagonal (fun k => (w k)⁻¹) * Z⁻¹ := by
    rw [h.diff]
    exact Matrix.inv_eq_left_inv
      (congruence_mul h.unit fun k => inv_mul_cancel₀ (h.pos k).ne')
  have hd : diagonal (fun k => w k - s / w k)
      = diagonal w - s • diagonal (fun k => (w k)⁻¹) := by
    ext i j
    by_cases hij : i = j
    · subst hij
      simp [div_eq_mul_inv]
    · simp [hij]
  rw [kernel, hinv, h.total, hd, Matrix.mul_sub, Matrix.sub_mul, Matrix.mul_smul,
    Matrix.smul_mul]

/-- If `Modes A B Z w` holds, the response kernel is invertible exactly when `s` differs from every
`w_k²`. -/
theorem kernel_isUnit_iff (h : Modes A B Z w) (s : ℝ) :
    IsUnit (kernel A B s) ↔ ∀ k, s ≠ w k ^ 2 := by
  have hi : (Z⁻¹).det ≠ 0 := (Matrix.isUnit_nonsing_inv_det Z h.unit).ne_zero
  rw [Matrix.isUnit_iff_isUnit_det, kernel_factor h, Matrix.det_mul, Matrix.det_mul,
    Matrix.det_transpose, Matrix.det_diagonal, isUnit_iff_ne_zero, mul_ne_zero_iff,
    mul_ne_zero_iff, Finset.prod_ne_zero_iff]
  constructor
  · rintro ⟨⟨_, hp⟩, _⟩ k hk
    apply hp k (Finset.mem_univ k)
    rw [hk, pow_two, mul_div_assoc, div_self (h.pos k).ne', mul_one, sub_self]
  · intro hs
    refine ⟨⟨hi, fun k _ hk => hs k ?_⟩, hi⟩
    have h1 : s / w k = w k := by linarith
    rw [div_eq_iff (h.pos k).ne'] at h1
    linear_combination h1

/-- The quadratic form of `Z diag(a) Zᵀ` is the sum of squared amplitudes weighted by `a`. -/
theorem quadratic_form (Z : Matrix n n ℝ) (a d : n → ℝ) :
    d ⬝ᵥ (Z * diagonal a * Zᵀ) *ᵥ d = ∑ k, a k * amplitude Z d k ^ 2 := by
  rw [← Matrix.mulVec_mulVec, ← Matrix.mulVec_mulVec, Matrix.dotProduct_mulVec,
    Matrix.mulVec_transpose, dotProduct]
  refine Finset.sum_congr rfl fun k _ => ?_
  rw [Matrix.mulVec_diagonal]
  change amplitude Z d k * (a k * amplitude Z d k) = _
  ring

/-- Sum over states: if `Modes A B Z w` holds and `s` differs from every `w_k²`, the kernel is
invertible and the response to `d` is `∑ w_k (d · Z_k)² / (w_k² - s)`. -/
theorem sum_over_states (h : Modes A B Z w) (d : n → ℝ) {s : ℝ} (hs : ∀ k, s ≠ w k ^ 2) :
    IsUnit (kernel A B s) ∧
      d ⬝ᵥ (kernel A B s)⁻¹ *ᵥ d
        = ∑ k, w k * amplitude Z d k ^ 2 / (w k ^ 2 - s) := by
  refine ⟨(kernel_isUnit_iff h s).mpr hs, ?_⟩
  -- invert the kernel mode by mode
  have hG : (kernel A B s)⁻¹ = Z * diagonal (fun k => w k / (w k ^ 2 - s)) * Zᵀ := by
    rw [kernel_factor h]
    refine Matrix.inv_eq_right_inv (congruence_mul h.unit fun k => ?_)
    have hw : w k ≠ 0 := (h.pos k).ne'
    have h1 : w k ^ 2 - s ≠ 0 := sub_ne_zero.mpr (hs k).symm
    have e : w k - s / w k = (w k ^ 2 - s) / w k := by
      rw [eq_div_iff hw, sub_mul, div_mul_cancel₀ _ hw]
      ring
    rw [e, div_mul_div_comm, mul_comm (w k ^ 2 - s) (w k), div_self (mul_ne_zero hw h1)]
  rw [hG, quadratic_form]
  exact Finset.sum_congr rfl fun k _ => by ring

/-- If `Modes A B Z w` holds, then at every imaginary frequency `iu` the kernel is invertible and
the response to `d` is `∑ w_k (d · Z_k)² / (w_k² + u²)`. -/
theorem imaginary_frequency (h : Modes A B Z w) (d : n → ℝ) (u : ℝ) :
    IsUnit (kernel A B (-u ^ 2)) ∧
      d ⬝ᵥ (kernel A B (-u ^ 2))⁻¹ *ᵥ d
        = ∑ k, w k * amplitude Z d k ^ 2 / (w k ^ 2 + u ^ 2) := by
  have hs : ∀ k, -u ^ 2 ≠ w k ^ 2 := by
    intro k hk
    linarith [pow_pos (h.pos k) 2, sq_nonneg u]
  simpa only [sub_neg_eq_add] using sum_over_states h d hs

/-- Sum rule: if `Modes A B Z w` holds, the energy-weighted squared amplitudes add up to
`d · (A - B) d`. -/
theorem energy_weighted_sum (h : Modes A B Z w) (d : n → ℝ) :
    ∑ k, w k * amplitude Z d k ^ 2 = d ⬝ᵥ (A - B) *ᵥ d := by
  rw [h.diff, quadratic_form]

end

end SumOverStates
```

```lean
#print axioms SumOverStates.mode_equation
#print axioms SumOverStates.sum_over_states
#print axioms SumOverStates.imaginary_frequency
#print axioms SumOverStates.energy_weighted_sum
```

```
'SumOverStates.mode_equation' depends on axioms: [propext, Classical.choice, Quot.sound]
'SumOverStates.sum_over_states' depends on axioms: [propext, Classical.choice, Quot.sound]
'SumOverStates.imaginary_frequency' depends on axioms: [propext, Classical.choice, Quot.sound]
'SumOverStates.energy_weighted_sum' depends on axioms: [propext, Classical.choice, Quot.sound]
```

## How the Lean statements map to the physics

The type `n` is the finite set of particle-hole pairs, and it also labels the modes, so there are as many modes as pairs. The structure `Modes A B Z w` holds the assumptions: `unit` says that \(Z\) is invertible, `pos` that every energy is positive, and `diff` and `total` are the two factorisations. Symmetry of \(A\) and \(B\) is not a separate assumption, because `diff` and `total` imply it.

`kernel A B s` is \(G(s)\), and `amplitude Z d k` is \(d\cdot Z_k\). The argument `s` is the squared frequency, and `-u ^ 2` means \(-(u^2)\).

The main theorem, `sum_over_states`, takes the modes, any real vector `d` and the condition that `s` differs from every `w k ^ 2`. It concludes that the kernel is invertible and that the sum formula holds. The first conclusion gives the second its meaning, since Mathlib assigns the zero matrix as the inverse of a singular one. The equivalence between invertibility and the condition on `s` is `kernel_isUnit_iff`. The statements for imaginary frequencies and for the sum rule are `imaginary_frequency` and `energy_weighted_sum`.

The assumptions are satisfiable with real coupling between pairs: `modes_witness` checks a two-pair example with \(B\neq0\), energies 1 and 2, and columns \((1,0)\) and \((1,1)\), which are not orthogonal.

## From the lemmas to the sum

`mode_equation` proves the matrix equation for all columns at once and then reads off column \(k\). It identifies the \(w_k\) as excitation energies; the later theorems do not depend on it.

`congruence_mul` is the product of the two congruences, and it is used twice. In `kernel_factor` it supplies \((A-B)^{-1}\) through `Matrix.inv_eq_left_inv`, after which the two terms of the kernel are combined into one diagonal. In `sum_over_states` it supplies \(G(s)^{-1}\) through `Matrix.inv_eq_right_inv`. There the step named `e` rewrites \(w_k-s/w_k\) as \((w_k^2-s)/w_k\), so that the two diagonals are visibly reciprocal.

`kernel_isUnit_iff` follows the determinant argument. It splits the determinant into its factors and uses the fact that a finite product is nonzero exactly when each factor is. In one direction, \(s=w_k^2\) makes the \(k\)-th factor vanish. In the other, a vanishing factor gives \(s/w_k=w_k\), hence \(s=w_k^2\).

`quadratic_form` moves \(Z^T\) onto \(d\) and recognises the amplitudes. It finishes `sum_over_states` with one set of weights and proves `energy_weighted_sum` with the other. `imaginary_frequency` only has to verify that \(-u^2\) is never equal to \(w_k^2\).

## Real matrices, known modes and undamped frequencies

For a code, the theorems settle the algebra: the prefactor \(w_k\), the sign in the denominator, the normalisation of \(Z\) and the exact set of singular frequencies. They hold for every finite number of pairs, including spectra with degenerate levels.

The modes are an input. The file does not derive the factorisation from positive definiteness of \(A-B\) and \(A+B\), and it does not build these matrices from orbitals, integrals or an exchange-correlation kernel. Whether a given calculation satisfies `Modes` has to be established for that calculation.

The squared frequency is real, so a damped response at \(\omega+i\eta\) is not covered. Neither are complex orbitals, a frequency-dependent exchange-correlation or Bethe–Salpeter kernel, or a continuum of excitations. The same vector \(d\) stands on both sides of \(G(s)^{-1}\), which corresponds to a diagonal element of the polarizability tensor.

The statements are about real numbers and say nothing about rounding or the convergence of an iterative solver. Close to a squared excitation energy the kernel is invertible but nearly singular, and a linear solve there can lose accuracy. At \(s=w_k^2\) itself the kernel is singular even if \(d\cdot Z_k=0\), so a dark state can spoil a linear solve without appearing in the spectrum.
